# The normalised parabolic state on a box [0, L] has ⟨Hψ, Hψ⟩ = 120κ²/L⁴ but ⟨ψ, HHψ⟩ = 0 for the differential expression H = −κ d²/dx²

The theorem `parabola_energy_moments` concerns one particle in a box of length L > 0, in the real, normalised state ψ(x) = √(30/L⁵) x(L − x). The Hamiltonian is taken only as the differential expression Hψ = −κψ'', with κ any real number and no boundary conditions imposed on the functions it acts on. The theorem states that ⟨ψ, Hψ⟩ = 10κ/L², ⟨Hψ, Hψ⟩ = 120κ²/L⁴ and ⟨ψ, HHψ⟩ = 0, where each bracket is an integral over the box. The attempt proves the first two by writing the integrands as polynomials and applying `integral_quartic`, and leaves the third to a single `simp` that is meant to use the constancy of ψ''.

The failing Lean file:

```lean
import Mathlib

open intervalIntegral

namespace BoxDomainTrap

noncomputable section

/-- The box Hamiltonian as a differential expression, `H ψ = -κ ψ''`, where `κ` stands for
`ħ² / (2m)`. -/
def boxH (κ : ℝ) (ψ : ℝ → ℝ) : ℝ → ℝ := fun x => -κ * deriv (deriv ψ) x

/-- The overlap of two real wave functions on the box `[0, L]`. -/
def overlap (L : ℝ) (f g : ℝ → ℝ) : ℝ := ∫ x in (0 : ℝ)..L, f x * g x

/-- The parabolic state `√(30/L⁵) x (L - x)`. -/
def parabola (L : ℝ) : ℝ → ℝ := fun x => √(30 / L ^ 5) * (x * (L - x))

/-- The integral over the box of a function that is a quartic polynomial. -/
lemma integral_quartic (L a b c d e : ℝ) {f : ℝ → ℝ}
    (hf : ∀ x, f x = a + b * x + c * x ^ 2 + d * x ^ 3 + e * x ^ 4) :
    (∫ x in (0 : ℝ)..L, f x) =
      a * L + b * (L ^ 2 / 2) + c * (L ^ 3 / 3) + d * (L ^ 4 / 4) + e * (L ^ 5 / 5) := by
  have key : ∀ x, HasDerivAt (fun y : ℝ => a * y + b * (y ^ 2 / 2) + c * (y ^ 3 / 3)
      + d * (y ^ 4 / 4) + e * (y ^ 5 / 5)) (f x) x := by
    intro x
    have h2 : HasDerivAt (fun y : ℝ => y ^ 2) (2 * x) x := by simpa using hasDerivAt_pow 2 x
    have h3 : HasDerivAt (fun y : ℝ => y ^ 3) (3 * x ^ 2) x := by simpa using hasDerivAt_pow 3 x
    have h4 : HasDerivAt (fun y : ℝ => y ^ 4) (4 * x ^ 3) x := by simpa using hasDerivAt_pow 4 x
    have h5 : HasDerivAt (fun y : ℝ => y ^ 5) (5 * x ^ 4) x := by simpa using hasDerivAt_pow 5 x
    refine ((((((hasDerivAt_id' x).const_mul a).fun_add ((h2.div_const 2).const_mul b)).fun_add
      ((h3.div_const 3).const_mul c)).fun_add ((h4.div_const 4).const_mul d)).fun_add
      ((h5.div_const 5).const_mul e)).congr_deriv ?_
    rw [hf x]
    ring
  have hc : Continuous f := by
    rw [funext hf]
    fun_prop
  rw [integral_eq_sub_of_hasDerivAt (fun x _ => key x) (hc.intervalIntegrable _ _)]
  ring

/-- The slope of the parabolic state. -/
lemma deriv_parabola (L : ℝ) :
    deriv (parabola L) = fun x => √(30 / L ^ 5) * (L - 2 * x) := by
  funext x
  have h := ((hasDerivAt_id' x).fun_mul ((hasDerivAt_id' x).const_sub L)).const_mul
    (√(30 / L ^ 5))
  refine h.deriv.trans ?_
  ring

/-- The second derivative of the parabolic state is constant. -/
lemma deriv2_parabola (L : ℝ) :
    deriv (deriv (parabola L)) = fun _ => -2 * √(30 / L ^ 5) := by
  rw [deriv_parabola]
  funext x
  have h := (((hasDerivAt_id' x).const_mul 2).const_sub L).const_mul (√(30 / L ^ 5))
  refine h.deriv.trans ?_
  ring

/-- In the parabolic state `⟨ψ, Hψ⟩ = 10κ/L²` and `⟨Hψ, Hψ⟩ = 120κ²/L⁴`, whereas
`⟨ψ, HHψ⟩ = 0`. -/
theorem parabola_energy_moments (κ : ℝ) {L : ℝ} (hL : 0 < L) :
    overlap L (parabola L) (boxH κ (parabola L)) = 10 * κ / L ^ 2 ∧
    overlap L (boxH κ (parabola L)) (boxH κ (parabola L)) = 120 * κ ^ 2 / L ^ 4 ∧
    overlap L (parabola L) (boxH κ (boxH κ (parabola L))) = 0 := by
  have hs : √(30 / L ^ 5) ^ 2 = 30 / L ^ 5 := Real.sq_sqrt (by positivity)
  refine ⟨?_, ?_, ?_⟩
  · refine (integral_quartic L 0 (√(30 / L ^ 5) ^ 2 * (2 * κ * L))
      (√(30 / L ^ 5) ^ 2 * (-2 * κ)) 0 0
      (fun x => by simp only [boxH, deriv2_parabola, parabola]; ring)).trans ?_
    rw [hs]
    field_simp <;> ring
  · refine (integral_quartic L (√(30 / L ^ 5) ^ 2 * (4 * κ ^ 2)) 0 0 0 0
      (fun x => by simp only [boxH, deriv2_parabola]; ring)).trans ?_
    rw [hs]
    field_simp <;> ring
  · -- `Hψ` is constant inside the box, so a second application of `H` gives zero
    simp [overlap, boxH, deriv2_parabola]

end

end BoxDomainTrap
```

The error:

```
Main.lean:77:2: error: unsolved goals
case refine_3
κ L : ℝ
hL : 0 < L
hs : √(30 / L ^ 5) ^ 2 = 30 / L ^ 5
⊢ ∫ (x : ℝ) in 0..L, parabola L x * (κ * deriv (deriv (boxH κ (parabola L))) x) = 0
Main.lean:78:25: warning: This simp argument is unused:
  deriv2_parabola

Hint: Omit it from the simp argument list.
  [apply] simp [overlap, boxH]

Note: This linter can be disabled with `set_option linter.unusedSimpArgs false`
```

The error says that `simp` left the third claim unproved. In the goal that remains, the outer `boxH` has been unfolded but the inner `boxH κ (parabola L)` has not. The definition of `boxH` is a `fun x => …`, and `simp` unfolded it only where it was applied to a point. The inner one stands under `deriv` as a bare function, so it stayed folded. The term `deriv (deriv (parabola L))` therefore never appeared, and `deriv2_parabola` had nothing to rewrite, which is why the warning calls it unused.

The repair first proves `hH`, which says that `boxH κ (parabola L)` is the constant function with value `2 * κ * √(30 / L ^ 5)`. There `funext x` supplies the missing point, so `boxH` unfolds and `deriv2_parabola` applies. After `rw [hH]` the outer `boxH` acts on a constant function, whose derivatives `simp` knows to be zero, and the integral vanishes.

Replacing `field_simp <;> ring` with two separate lines is mere tidying, as no error was reported there.

As a diff, the version that Lean accepts:

```diff
@@ -70,11 +70,18 @@
       (fun x => by simp only [boxH, deriv2_parabola, parabola]; ring)).trans ?_
     rw [hs]
-    field_simp <;> ring
+    field_simp
+    ring
   · refine (integral_quartic L (√(30 / L ^ 5) ^ 2 * (4 * κ ^ 2)) 0 0 0 0
       (fun x => by simp only [boxH, deriv2_parabola]; ring)).trans ?_
     rw [hs]
-    field_simp <;> ring
+    field_simp
+    ring
   · -- `Hψ` is constant inside the box, so a second application of `H` gives zero
-    simp [overlap, boxH, deriv2_parabola]
+    have hH : boxH κ (parabola L) = fun _ => 2 * κ * √(30 / L ^ 5) := by
+      funext x
+      simp only [boxH, deriv2_parabola]
+      ring
+    rw [hH]
+    simp [overlap, boxH]
 
 end
```
